# A step function with zero central-difference curvature everywhere that is not affine

In physical terms, the declaration concerns a step profile on the real line, equal to −1 left of the origin, 0 at the origin and 1 to the right. Its curvature at a point x is taken as the limit of the three-point quotient (f(x + h) − 2f(x) + f(x − h))/h² as the nonzero step h tends to 0. The theorem says that this limit is 0 at every x, the jump included, yet the profile is not of the form px + q for any real p and q. The attempt shows that the quotient is zero for all small enough nonzero h, since away from the origin the three values agree, and at the origin the two outer values cancel. It rules out the affine form by comparing values at 0, 1 and 2.

As first written in Lean, the proof fails:

```lean
import Mathlib

open Filter Set Topology

namespace SignCurvatureZeroNotAffine

/-- The curve `f` has central-difference curvature `K` at `x`: the quotient
`(f (x + h) - 2 f x + f (x - h)) / h ^ 2` tends to `K` as the nonzero step `h` tends to `0`. -/
def HasCentralCurvature (f : ℝ → ℝ) (x K : ℝ) : Prop :=
  Tendsto (fun h : ℝ => (f (x + h) - 2 * f x + f (x - h)) / h ^ 2) (𝓝[≠] 0) (𝓝 K)

/-- Continuity cannot be dropped: the sign function has zero central curvature at every point,
yet it is not affine. -/
theorem sign_curvature_zero_not_affine :
    (∀ x, HasCentralCurvature Real.sign x 0) ∧
      ¬ ∃ p q : ℝ, ∀ x, Real.sign x = p * x + q := by
  constructor
  · intro x
    unfold HasCentralCurvature
    refine tendsto_const_nhds.congr' ?_
    rcases lt_trichotomy x 0 with hx | hx | hx
    · filter_upwards [nhdsWithin_le_nhds (Ioo_mem_nhds hx (neg_pos.2 hx))] with h hh
      rw [Real.sign_of_neg (show x + h < 0 by linarith [hh.2]), Real.sign_of_neg hx,
        Real.sign_of_neg (show x - h < 0 by linarith [hh.1])]
      norm_num
    · -- at the jump the two sides cancel by antisymmetry
      refine Eventually.of_forall fun h => ?_
      rw [hx, zero_add, zero_sub, Real.sign_neg, Real.sign_zero]
      ring
    · filter_upwards [nhdsWithin_le_nhds (Ioo_mem_nhds (neg_lt_zero.2 hx) hx)] with h hh
      rw [Real.sign_of_pos (show 0 < x + h by linarith [hh.1]), Real.sign_of_pos hx,
        Real.sign_of_pos (show 0 < x - h by linarith [hh.2])]
      norm_num
  · rintro ⟨p, q, h⟩
    have h0 := h 0
    have h1 := h 1
    have h2 := h 2
    rw [Real.sign_zero] at h0
    rw [Real.sign_of_pos one_pos] at h1
    rw [Real.sign_of_pos two_pos] at h2
    linarith

end SignCurvatureZeroNotAffine
```

Messages:

```
Main.lean:28:14: error: Tactic `rewrite` failed: Did not find an occurrence of the pattern
  0 + ?a
in the target expression
  (fun x => 0) h = (fun h => ((0 + h).sign - 2 * Real.sign 0 + (0 - h).sign) / h ^ 2) h

case left.inr.inl
x : ℝ
hx : x = 0
h : ℝ
⊢ (fun x => 0) h = (fun h => ((0 + h).sign - 2 * Real.sign 0 + (0 - h).sign) / h ^ 2) h
```

This version goes through:

```diff
@@ -26,4 +26,5 @@
     · -- at the jump the two sides cancel by antisymmetry
       refine Eventually.of_forall fun h => ?_
+      show (0 : ℝ) = (Real.sign (x + h) - 2 * Real.sign x + Real.sign (x - h)) / h ^ 2
       rw [hx, zero_add, zero_sub, Real.sign_neg, Real.sign_zero]
       ring
```

Cause. The message says that `rw` found no instance of `0 + ?a` in the goal, though `(0 + h).sign` is printed there. The goal is still a function applied to an argument, `(fun h => …) h`, and the `h` in `0 + h` is the function's own bound variable, not the `h` introduced by the proof. `rw` cannot rewrite a term that contains such a bound variable, so `zero_add` fails. The preceding rewrite with `hx` went through because `x` is not bound by that function.

The one added line uses `show` to restate the goal with both functions applied to `h`. Lean accepts this because the two forms are equal by definition. Now `h` is an ordinary local variable, so once `hx` has replaced `x` by 0, `zero_add` finds `0 + h` and `zero_sub` finds `0 - h`. The remaining rewrites then apply, and `ring` closes the goal.
